# Shanks values converge when energies diverge through a single geometric mode with a geometrically decaying remainder

With a perturbation series for the energy summed through three successive orders, you can combine the three sums into one extrapolated value instead of reporting the last of them. If S_n is the energy summed through order n, the Shanks value is

T_n = (S_(n+2) S_n − S_(n+1)²) / (S_(n+2) + S_n − 2 S_(n+1)).

This step is justified here for energies of the form

S_n = L + c qⁿ + O(rⁿ), with c ≠ 0, q ≠ 1 and 0 ≤ r < |q|,

where L is the constant sought, c qⁿ is the dominant mode and r bounds the rate of the rest. Then T_n = L + O(rⁿ), and for r < 1 the values converge to L even if |q| > 1. One source of such a mode is a simple pole of the energy, as a function of perturbation strength, lying nearer the origin than any other singularity. Two modes of equal size, such as a complex-conjugate pair, do not fit this form. Nor does the contribution of a nearest branch point: for a square-root branch point, qⁿ comes with a factor that falls off as n^(−3/2). This limits the model: in a finite basis, the eigenvalues of H₀ + λV can have branch points in λ but no poles, so their perturbation series never have exactly this form.

## The energies and their residual

```lean
import Mathlib

open Filter Asymptotics Topology

namespace ShanksDivergentSeries

noncomputable section

variable {𝕜 : Type*} [NormedField 𝕜]
```

The energies take values in `𝕜`, a field with a multiplicative absolute value. The real and complex numbers are the cases of interest. Lean writes the absolute value as `‖q‖`; the prose writes |q|.

```lean
/-- The second difference of three successive energies, centred at `n + 1`. -/
def curvature (S : ℕ → 𝕜) (n : ℕ) : 𝕜 := S (n + 2) + S n - 2 * S (n + 1)
```

A sequence of energies is a function `S : ℕ → 𝕜`. Its `curvature` is the denominator of T_n, written D_n below.

```lean
/-- The Shanks value built from three successive energies, centred at `n + 1`. Where the second
difference is zero, Lean's division gives the value `0`. -/
def shanks (S : ℕ → 𝕜) (n : ℕ) : 𝕜 :=
  (S (n + 2) * S n - S (n + 1) ^ 2) / curvature S n
```

This is T_n. The label n belongs to the first of the three energies, so the formula is centred at n+1. Lean assigns the value 0 to a division by zero, so a separate statement that D_n ≠ 0 is needed, and it comes with the main theorem.

```lean
/-- What is left of the energy after removing the constant `L` and the
geometric mode `c q ^ n`. -/
def residual (S : ℕ → 𝕜) (L c q : 𝕜) (n : ℕ) : 𝕜 := S n - (L + c * q ^ n)
```

The residual is e_n = S_n − L − c qⁿ. This definition assumes nothing; the physical assumption enters later, as the hypothesis `hS` that e_n is O(rⁿ).

## The square of the leading mode cancels

```lean
/-- Exact error of the Shanks value where the second difference is nonzero:
every term of the numerator contains a residual. -/
theorem shanks_error_eq (S : ℕ → 𝕜) (L c q : 𝕜) (n : ℕ) (hD : curvature S n ≠ 0) :
    shanks S n - L =
      (c * q ^ n * (residual S L c q (n + 2) - 2 * q * residual S L c q (n + 1)
          + q ^ 2 * residual S L c q n)
        + (residual S L c q (n + 2) * residual S L c q n
          - residual S L c q (n + 1) * residual S L c q (n + 1))) / curvature S n := by
  rw [eq_div_iff hD, sub_mul, shanks, div_mul_cancel₀ _ hD]
  simp only [curvature, residual]
  ring
```

Write m = c qⁿ. The three energies, less L, are m + e_n, q m + e_(n+1) and q² m + e_(n+2). Multiplying T_n − L by D_n and collecting terms gives

(T_n − L) D_n = (S_(n+2) − L)(S_n − L) − (S_(n+1) − L)²
= (q² m + e_(n+2))(m + e_n) − (q m + e_(n+1))²
= m (e_(n+2) − 2q e_(n+1) + q² e_n) + e_(n+2) e_n − e_(n+1)².

The terms q² m² have cancelled, so every remaining term contains a residual. In the proof, `eq_div_iff` multiplies through by the nonzero D_n, and `ring` verifies the algebra.

```lean
/-- A remainder of order `r ^ n` keeps that order when the index is shifted by a
fixed number of steps. -/
theorem shift_isBigO {e : ℕ → 𝕜} {r : ℝ} (he : e =O[atTop] fun n => r ^ n) (k : ℕ) :
    (fun n => e (n + k)) =O[atTop] fun n => r ^ n := by
  have h1 : (fun n => e (n + k)) =O[atTop] fun n => r ^ (n + k) :=
    he.comp_tendsto (tendsto_add_atTop_nat k)
  refine h1.trans (IsBigO.of_bound ‖r ^ k‖ (Eventually.of_forall fun n => ?_))
  rw [pow_add, norm_mul]
  exact (mul_comm _ _).le
```

The notation `=O[atTop]` means "bounded by a constant multiple, for all sufficiently large n". If |e_n| ≤ C |r|ⁿ from some n on, then |e_(n+k)| ≤ C |r|ᵏ |r|ⁿ, and the fixed factor |r|ᵏ joins the constant.

```lean
/-- If `c ≠ 0`, `q ≠ 1` and the residual is of order `r ^ n` with `0 ≤ r < ‖q‖`, the absolute value
of the second difference is eventually at least a positive multiple of `‖q‖ ^ n`. -/
theorem curvature_lower_bound {S : ℕ → 𝕜} {L c q : 𝕜} {r : ℝ}
    (hc : c ≠ 0) (hq : q ≠ 1) (hr : 0 ≤ r) (hrq : r < ‖q‖)
    (hS : residual S L c q =O[atTop] fun n => r ^ n) :
    ∃ B : ℝ, 0 < B ∧ ∀ᶠ n in atTop, B * ‖q‖ ^ n ≤ ‖curvature S n‖ := by
  have hA : 0 < ‖c * (q - 1) ^ 2‖ :=
    norm_pos_iff.mpr (mul_ne_zero hc (pow_ne_zero 2 (sub_ne_zero.mpr hq)))
  -- the residual part of the second difference is negligible against the leading mode
  have hd : (fun n => residual S L c q (n + 2) - 2 * residual S L c q (n + 1)
      + residual S L c q n) =O[atTop] fun n => r ^ n :=
    ((shift_isBigO hS 2).sub ((shift_isBigO hS 1).const_mul_left 2)).add hS
  have ho := hd.trans_isLittleO (isLittleO_pow_pow_of_lt_left hr hrq)
  refine ⟨‖c * (q - 1) ^ 2‖ / 2, half_pos hA, ?_⟩
  filter_upwards [ho.def (half_pos hA)] with n hn
  have hsplit : c * (q - 1) ^ 2 * q ^ n = curvature S n
      - (residual S L c q (n + 2) - 2 * residual S L c q (n + 1)
        + residual S L c q n) := by
    simp only [curvature, residual]
    ring
  have htri := norm_sub_le (curvature S n)
    (residual S L c q (n + 2) - 2 * residual S L c q (n + 1) + residual S L c q n)
  rw [← hsplit, norm_mul, norm_pow q n] at htri
  rw [norm_pow ‖q‖ n, norm_norm] at hn
  linarith
```

In the second difference L drops out, which leaves

D_n = c (q − 1)² qⁿ + d_n, where d_n = e_(n+2) − 2 e_(n+1) + e_n.

Put A = |c (q − 1)²|, which is positive because c ≠ 0 and q ≠ 1. Since d_n is O(rⁿ) and r < |q|, eventually |d_n| ≤ (A/2)|q|ⁿ. The triangle inequality then gives

|D_n| ≥ A|q|ⁿ − |d_n| ≥ (A/2)|q|ⁿ.

So B = A/2 works. In Lean, `∀ᶠ n in atTop` reads "for all sufficiently large n", `hsplit` is the decomposition of D_n, and `linarith` combines the inequalities.

```lean
/-- Energies `L + c q ^ n + O(r ^ n)` with `c ≠ 0`, `q ≠ 1` and `0 ≤ r < ‖q‖` have second
differences that are eventually nonzero and Shanks values `L + O(r ^ n)`. -/
theorem shanks_isBigO {S : ℕ → 𝕜} {L c q : 𝕜} {r : ℝ}
    (hc : c ≠ 0) (hq : q ≠ 1) (hr : 0 ≤ r) (hrq : r < ‖q‖)
    (hS : residual S L c q =O[atTop] fun n => r ^ n) :
    (∀ᶠ n in atTop, curvature S n ≠ 0) ∧
      (fun n => shanks S n - L) =O[atTop] fun n => r ^ n := by
  obtain ⟨B, hB, hlow⟩ := curvature_lower_bound hc hq hr hrq hS
  have hqpos : 0 < ‖q‖ := hr.trans_lt hrq
  have hne : ∀ᶠ n in atTop, curvature S n ≠ 0 := by
    filter_upwards [hlow] with n hn
    exact norm_pos_iff.mp ((mul_pos hB (pow_pos hqpos n)).trans_le hn)
  refine ⟨hne, ?_⟩
  have h1 := shift_isBigO hS 1
  have h2 := shift_isBigO hS 2
  have hrq' := (isLittleO_pow_pow_of_lt_left hr hrq).isBigO
  have hmode : (fun n => c * q ^ n) =O[atTop] fun n => ‖q‖ ^ n :=
    IsBigO.of_bound ‖c‖ (Eventually.of_forall fun n => by
      rw [norm_mul, norm_pow, norm_pow, norm_norm])
  -- the numerator is of order `‖q‖ ^ n * r ^ n`
  have hN : (fun n => c * q ^ n * (residual S L c q (n + 2)
        - 2 * q * residual S L c q (n + 1) + q ^ 2 * residual S L c q n)
      + (residual S L c q (n + 2) * residual S L c q n
        - residual S L c q (n + 1) * residual S L c q (n + 1)))
      =O[atTop] fun n => ‖q‖ ^ n * r ^ n :=
    (hmode.mul ((h2.sub (h1.const_mul_left (2 * q))).add
      (hS.const_mul_left (q ^ 2)))).add
      (((h2.trans hrq').mul hS).sub ((h1.trans hrq').mul h1))
  obtain ⟨K, hK, hKN⟩ := hN.exists_nonneg
  refine IsBigO.of_bound (K / B) ?_
  filter_upwards [hKN.bound, hlow, hne] with n hn hl hD
  rw [shanks_error_eq S L c q n hD, norm_div, div_le_iff₀ (norm_pos_iff.mpr hD)]
  refine hn.trans ?_
  -- divide by the lower bound of the second difference
  have heq : K * ‖‖q‖ ^ n * r ^ n‖ = K / B * ‖r ^ n‖ * (B * ‖q‖ ^ n) := by
    rw [norm_mul, norm_pow ‖q‖ n, norm_norm]
    field_simp
  rw [heq]
  exact mul_le_mul_of_nonneg_left hl
    (mul_nonneg (div_nonneg hK hB.le) (norm_nonneg _))
```

This is the main theorem, with two conclusions: D_n is eventually nonzero, and T_n − L is O(rⁿ). The first follows from the lower bound, because |q| > r ≥ 0 makes B|q|ⁿ positive.

For the second, return to the numerator in the error formula. Its first part is c qⁿ times a combination of residuals, hence O(|q|ⁿ rⁿ). In each product of two residuals, one factor can be bounded more loosely by O(|q|ⁿ), which gives the same order. This is `hN`. With K the resulting constant, eventually

|T_n − L| ≤ K |q|ⁿ rⁿ / (B |q|ⁿ) = (K/B) rⁿ.

The theorem is asymptotic: it does not say at which order the bound sets in, and it takes the energies as free of rounding error.

## Convergent values from divergent energies

```lean
/-- If `c ≠ 0`, `q ≠ 1`, `0 ≤ r < ‖q‖` and `r < 1`, the Shanks values of energies
`L + c q ^ n + O(r ^ n)` converge to `L`, whether or not `‖q‖` exceeds one. -/
theorem shanks_tendsto {S : ℕ → 𝕜} {L c q : 𝕜} {r : ℝ}
    (hc : c ≠ 0) (hq : q ≠ 1) (hr : 0 ≤ r) (hrq : r < ‖q‖) (hr1 : r < 1)
    (hS : residual S L c q =O[atTop] fun n => r ^ n) :
    Tendsto (shanks S) atTop (𝓝 L) :=
  tendsto_sub_nhds_zero_iff.mp ((shanks_isBigO hc hq hr hrq hS).2.trans_tendsto
    (tendsto_pow_atTop_nhds_zero_of_lt_one hr hr1))
```

If also r < 1, then rⁿ → 0 and T_n → L. `Tendsto (shanks S) atTop (𝓝 L)` is Lean's way of writing this limit. No upper limit is placed on |q|. Whether L is the exact energy of the physical system is a separate question.

```lean
/-- If `c ≠ 0`, `‖q‖ > 1` and `0 ≤ r < ‖q‖`, energies `L + c q ^ n + O(r ^ n)`
grow without bound in absolute value. -/
theorem energies_diverge {S : ℕ → 𝕜} {L c q : 𝕜} {r : ℝ}
    (hc : c ≠ 0) (hq : 1 < ‖q‖) (hr : 0 ≤ r) (hrq : r < ‖q‖)
    (hS : residual S L c q =O[atTop] fun n => r ^ n) :
    Tendsto (fun n => ‖S n‖) atTop atTop := by
  have hc' : 0 < ‖c‖ / 2 := half_pos (norm_pos_iff.mpr hc)
  have ho := hS.trans_isLittleO (isLittleO_pow_pow_of_lt_left hr hrq)
  have hgrow : Tendsto (fun n : ℕ => ‖c‖ / 2 * ‖q‖ ^ n + -‖L‖) atTop atTop :=
    tendsto_atTop_add_const_right _ _
      ((tendsto_pow_atTop_atTop_of_one_lt hq).const_mul_atTop hc')
  refine tendsto_atTop_mono' atTop ?_ hgrow
  filter_upwards [ho.def hc'] with n hn
  have hsplit : c * q ^ n = S n - L - residual S L c q n := by
    simp only [residual]
    ring
  have h1 := norm_sub_le (S n - L) (residual S L c q n)
  have h2 := norm_sub_le (S n) L
  rw [← hsplit, norm_mul, norm_pow] at h1
  rw [norm_pow ‖q‖ n, norm_norm] at hn
  linarith
```

For |q| > 1 the energies themselves do not converge to L; their absolute values grow without bound. From c qⁿ = S_n − L − e_n,

|c||q|ⁿ ≤ |S_n| + |L| + |e_n|.

Eventually |e_n| ≤ (|c|/2)|q|ⁿ, so

|S_n| ≥ (|c|/2)|q|ⁿ − |L|,

and the right side grows without bound. The proof calls this growth `hgrow` and transfers it to |S_n| with `tendsto_atTop_mono'`.

```lean
/-- The constant `L` is fixed by the energies: two descriptions `L + c q ^ n + O(r ^ n)`
of one sequence, each with `c ≠ 0`, `q ≠ 1`, `0 ≤ r < ‖q‖` and `r < 1`, have the same `L`. -/
theorem constant_unique {S : ℕ → 𝕜} {L c q L' c' q' : 𝕜} {r r' : ℝ}
    (hc : c ≠ 0) (hq : q ≠ 1) (hr : 0 ≤ r) (hrq : r < ‖q‖) (hr1 : r < 1)
    (hS : residual S L c q =O[atTop] fun n => r ^ n)
    (hc' : c' ≠ 0) (hq' : q' ≠ 1) (hr' : 0 ≤ r') (hrq' : r' < ‖q'‖) (hr1' : r' < 1)
    (hS' : residual S L' c' q' =O[atTop] fun n => r' ^ n) : L = L' :=
  tendsto_nhds_unique (shanks_tendsto hc hq hr hrq hr1 hS)
    (shanks_tendsto hc' hq' hr' hrq' hr1' hS')
```

When the energies diverge, L is not their limit, so one may ask whether it is well defined. Suppose one sequence has two descriptions, with constants L and L′ and with both remainder rates below 1. The Shanks values depend only on the energies and converge to both constants, so L = L′.

## A remainder that does not decay

```lean
/-- The energies `2 ^ n + 1` have the form `L + c q ^ n + O(r ^ n)` with `L = 0`, `c = 1`,
`q = 2` and `r = 1`, yet all their Shanks values equal `1`. -/
theorem rate_one_not_enough :
    (residual (fun n => (2 : ℝ) ^ n + 1) 0 1 2 =O[atTop] fun n => (1 : ℝ) ^ n) ∧
      ∀ n, shanks (fun n => (2 : ℝ) ^ n + 1) n = 1 := by
  constructor
  · refine IsBigO.of_bound 1 (Eventually.of_forall fun n => ?_)
    simp [residual]
  · intro n
    have hpos : (2 : ℝ) ^ n ≠ 0 := pow_ne_zero n two_ne_zero
    have h : curvature (fun n => (2 : ℝ) ^ n + 1) n = 2 ^ n := by
      simp only [curvature]
      ring
    simp only [shanks, h]
    rw [div_eq_one_iff_eq hpos]
    ring

end

end ShanksDivergentSeries
```

The condition r < 1 in the convergence theorem cannot be relaxed to r ≤ 1. Take S_n = 2ⁿ + 1 and count the 1 as remainder, so that L = 0, c = 1, q = 2 and r = 1. With m = 2ⁿ,

D_n = (4m + 1) + (m + 1) − 2(2m + 1) = m,
S_(n+2) S_n − S_(n+1)² = (4m + 1)(m + 1) − (2m + 1)² = m.

Every Shanks value is therefore 1, not 0. The main theorem still holds here, but with r = 1 it says only that the error stays bounded.

```lean
#print axioms ShanksDivergentSeries.energies_diverge
#print axioms ShanksDivergentSeries.constant_unique
#print axioms ShanksDivergentSeries.rate_one_not_enough
```

```
'ShanksDivergentSeries.energies_diverge' depends on axioms: [propext, Classical.choice, Quot.sound]
'ShanksDivergentSeries.constant_unique' depends on axioms: [propext, Classical.choice, Quot.sound]
'ShanksDivergentSeries.rate_one_not_enough' depends on axioms: [propext, Classical.choice, Quot.sound]
```
